# The trace of V in I·V·I shifts all levels of a spin equally and leaves its transition frequencies unchanged

Let \(I_x, I_y, I_z\) be the spin matrices of dimension \(n = 2j+1\), in units with \(\hbar = 1\). They satisfy

\[
I_x^2+I_y^2+I_z^2=j(j+1)\,\mathbf 1 .
\]

For a real \(3\times3\) tensor \(V\) with traceless part \(V_0 = V-\tfrac13(\operatorname{Tr}V)\,\mathbf 1\), it follows that

\[
I\cdot V\cdot I = I\cdot V_0\cdot I+\tfrac13(\operatorname{Tr}V)\,j(j+1)\,\mathbf 1 .
\]

If this coupling enters a Hamiltonian with a real prefactor \(c\), beside any other term \(K\) acting on the same spin, the trace moves every level by \(c\,\tfrac13(\operatorname{Tr}V)\,j(j+1)\) and changes no level difference.

In NMR, \(V\) is the electric field gradient at the nucleus, \(V_{ab}=\partial_a\partial_b\Phi\) where \(\Phi\) is the potential of the electrons and the other nuclei. By Poisson's equation the trace of \(V\) is proportional to the electron charge density at the nucleus; the code below calls it the Poisson trace. For one spin with fixed \(j\), a trace left in a computed tensor therefore does not affect the line positions obtained from the full operator \(I\cdot V\cdot I\). It must still be removed before a single component such as \(V_{zz}\) is used to give the quadrupole coupling constant, which is defined with the traceless tensor.

In Lean 4 with Mathlib:

```lean
import Mathlib

open Matrix

namespace PoissonTrace

noncomputable section
```

## Spin matrices from ladder amplitudes

The dimension fixes the spin: \(j=(n-1)/2\). Integer and half-integer spins are both covered, starting with \(j=0\) at \(n=1\).

```lean
/-- The spin quantum number `j = (n - 1) / 2` of a multiplet of dimension `n ≥ 1`. -/
def spinJ (n : ℕ) : ℝ := ((n : ℝ) - 1) / 2
```

Number the basis states \(k=0,\dots,n-1\) from the top, so that state \(k\) has magnetic number \(m=j-k\). The usual raising amplitude becomes

\[
\sqrt{(j-m)(j+m+1)}=\sqrt{k(n-k)} .
\]

```lean
/-- The ladder amplitude `√(l (n - l))` between the basis states `l` and `l - 1`,
for `1 ≤ l < n`. -/
def amp (n l : ℕ) : ℝ := √((l : ℝ) * ((n : ℝ) - l))
```

The raising matrix takes state \(k\) to state \(k-1\) with this amplitude. Its only nonzero entries lie in row \(i\), column \(k\) with \(i+1=k\).

```lean
/-- The raising matrix `I₊`; basis state `k = 0, …, n - 1` has magnetic number `m = j - k`. -/
def Ip (n : ℕ) : Matrix (Fin n) (Fin n) ℂ :=
  Matrix.of fun i k => if (i : ℕ) + 1 = (k : ℕ) then (amp n k : ℂ) else 0
```

The lowering matrix is the adjoint, \(I_-=I_+^\dagger\), written `(Ip n)ᴴ`. The transverse components are \(I_x=\tfrac12(I_++I_-)\) and \(I_y=\tfrac1{2i}(I_+-I_-)\), where \(1/(2i)=-i/2\).

```lean
/-- The spin matrix `Ix = (I₊ + I₋) / 2`. -/
def Ix (n : ℕ) : Matrix (Fin n) (Fin n) ℂ := (1 / 2 : ℂ) • (Ip n + (Ip n)ᴴ)

/-- The spin matrix `Iy = (I₊ - I₋) / (2i)`. -/
def Iy (n : ℕ) : Matrix (Fin n) (Fin n) ℂ := (-Complex.I / 2) • (Ip n - (Ip n)ᴴ)
```

The longitudinal component is diagonal, with entries \(m=j-k\).

```lean
/-- The spin matrix `Iz`, diagonal with entries `m = j - k`. -/
def Iz (n : ℕ) : Matrix (Fin n) (Fin n) ℂ :=
  Matrix.diagonal fun k => ((spinJ n - ((k : ℕ) : ℝ) : ℝ) : ℂ)
```

## The coupling, its trace and its levels

Collect the three matrices in a vector, indexed by \(a=0,1,2\) for \(x,y,z\).

```lean
/-- The vector of spin matrices `(Ix, Iy, Iz)`. -/
def spin (n : ℕ) : Fin 3 → Matrix (Fin n) (Fin n) ℂ := ![Ix n, Iy n, Iz n]
```

The coupling is \(I\cdot V\cdot I=\sum_{ab}V_{ab}I_aI_b\). Here \(V\) is any real \(3\times3\) matrix; it need not come from a potential.

```lean
/-- The coupling `I·V·I = ∑ V_ab I_a I_b` of the spin to a real tensor `V`. -/
def coupling (n : ℕ) (V : Matrix (Fin 3) (Fin 3) ℝ) : Matrix (Fin n) (Fin n) ℂ :=
  ∑ a, ∑ b, (V a b : ℂ) • (spin n a * spin n b)
```

Subtracting a third of the trace from each diagonal element gives \(V_0\).

```lean
/-- The traceless part `V₀ = V - (Tr V / 3) 1` of a real tensor `V`. -/
def traceless (V : Matrix (Fin 3) (Fin 3) ℝ) : Matrix (Fin 3) (Fin 3) ℝ :=
  V - (V.trace / 3) • (1 : Matrix (Fin 3) (Fin 3) ℝ)
```

The corresponding energy, before multiplication by \(c\), is \(s=\tfrac13(\operatorname{Tr}V)\,j(j+1)\).

```lean
/-- The energy `(Tr V / 3) j (j + 1)` contributed by the Poisson trace. -/
def poissonShift (n : ℕ) (V : Matrix (Fin 3) (Fin 3) ℝ) : ℝ :=
  V.trace / 3 * (spinJ n * (spinJ n + 1))
```

A level of a Hamiltonian \(H\) is a real number \(E\) with \(H\psi=E\psi\) for some \(\psi\neq0\).

```lean
/-- The real number `E` is an energy level of `H`: some nonzero state `ψ` has `H ψ = E ψ`. -/
def IsLevel {n : ℕ} (H : Matrix (Fin n) (Fin n) ℂ) (E : ℝ) : Prop :=
  ∃ ψ : Fin n → ℂ, ψ ≠ 0 ∧ H *ᵥ ψ = (E : ℂ) • ψ
```

Transition frequencies are all differences \(E'-E\) of two levels. Each difference appears with both signs, a level paired with itself gives zero, and the set records neither selection rules nor intensities nor multiplicities.

```lean
/-- The set of all differences of two energy levels of `H`, in units with `ħ = 1`. -/
def transitionFrequencies {n : ℕ} (H : Matrix (Fin n) (Fin n) ℂ) : Set ℝ :=
  {ω | ∃ E E' : ℝ, IsLevel H E ∧ IsLevel H E' ∧ ω = E' - E}
```

## Ladder products are diagonal

For \(0\le l\le n\) the number under the root is nonnegative, so the squared amplitude is \(l(n-l)\).

```lean
/-- The squared ladder amplitude is `l (n - l)` for `l ≤ n`. -/
theorem amp_mul_self {n l : ℕ} (hl : l ≤ n) :
    (amp n l : ℂ) * (amp n l : ℂ) = (l : ℂ) * ((n : ℂ) - l) := by
  have h : (0 : ℝ) ≤ (l : ℝ) * ((n : ℝ) - l) :=
    mul_nonneg (Nat.cast_nonneg l) (sub_nonneg.2 (Nat.cast_le.2 hl))
  rw [← Complex.ofReal_mul, amp, Real.mul_self_sqrt h]
  simp
```

Lowering state \(k\) and raising it again passes through the single state \(k+1\):

\[
(I_+I_-)_{kk}=(k+1)(n-1-k).
\]

At \(k=n-1\) there is no state below, and the formula gives zero as it should. The proof makes the same distinction: `Finset.sum_eq_single` keeps the one intermediate state, and the lowest state is treated separately.

```lean
/-- Lowering and then raising is diagonal: `I₊ I₋` has entries `(k + 1)(n - 1 - k)`. -/
theorem raise_lower (n : ℕ) : Ip n * (Ip n)ᴴ =
    Matrix.diagonal fun k : Fin n => (((k : ℕ) : ℂ) + 1) * ((n : ℂ) - 1 - ((k : ℕ) : ℂ)) := by
  ext i k
  rw [Matrix.mul_apply, Matrix.diagonal_apply]
  by_cases h : (i : ℕ) + 1 < n
  · -- only the intermediate state `i + 1` contributes
    rw [Finset.sum_eq_single (⟨(i : ℕ) + 1, h⟩ : Fin n)]
    · by_cases hik : i = k
      · subst hik
        have e : Ip n i ⟨(i : ℕ) + 1, h⟩ = (amp n ((i : ℕ) + 1) : ℂ) := by simp [Ip]
        rw [Matrix.conjTranspose_apply, e, Complex.star_def, Complex.conj_ofReal,
          amp_mul_self h.le, if_pos rfl]
        push_cast
        ring
      · have e : Ip n k ⟨(i : ℕ) + 1, h⟩ = 0 := by
          simp only [Ip, Matrix.of_apply]
          exact if_neg (fun hh => hik (Fin.ext (by omega)))
        rw [Matrix.conjTranspose_apply, e, star_zero, mul_zero, if_neg hik]
    · intro l _ hl
      have e : Ip n i l = 0 := by
        simp only [Ip, Matrix.of_apply]
        exact if_neg (fun hh => hl (Fin.ext hh.symm))
      rw [e, zero_mul]
    · intro hl
      exact absurd (Finset.mem_univ _) hl
  · -- the lowest state is annihilated
    have hn : (n : ℂ) = ((i : ℕ) : ℂ) + 1 := by
      have : n = (i : ℕ) + 1 := by omega
      exact_mod_cast this
    rw [Finset.sum_eq_zero]
    · split_ifs
      · rw [hn]
        ring
      · rfl
    · intro l _
      have e : Ip n i l = 0 := by
        simp only [Ip, Matrix.of_apply]
        exact if_neg (by omega)
      rw [e, zero_mul]
```

In the opposite order the intermediate state is \(k-1\), and

\[
(I_-I_+)_{kk}=k(n-k),
\]

which vanishes for the highest state, \(k=0\).

```lean
/-- Raising and then lowering is diagonal: `I₋ I₊` has entries `k (n - k)`. -/
theorem lower_raise (n : ℕ) : (Ip n)ᴴ * Ip n =
    Matrix.diagonal fun k : Fin n => ((k : ℕ) : ℂ) * ((n : ℂ) - ((k : ℕ) : ℂ)) := by
  ext i k
  rw [Matrix.mul_apply, Matrix.diagonal_apply]
  by_cases hik : i = k
  · subst hik
    rw [if_pos rfl, ← amp_mul_self i.isLt.le]
    by_cases h : (i : ℕ) = 0
    · -- the highest state is annihilated
      rw [Finset.sum_eq_zero]
      · simp [amp, h]
      · intro l _
        have e : Ip n l i = 0 := by
          simp only [Ip, Matrix.of_apply]
          exact if_neg (by omega)
        rw [e, mul_zero]
    · rw [Finset.sum_eq_single (⟨(i : ℕ) - 1, by omega⟩ : Fin n)]
      · have e : Ip n ⟨(i : ℕ) - 1, by omega⟩ i = (amp n i : ℂ) := by
          simp only [Ip, Matrix.of_apply]
          exact if_pos (by omega)
        rw [Matrix.conjTranspose_apply, e, Complex.star_def, Complex.conj_ofReal]
      · intro l _ hl
        have e : Ip n l i = 0 := by
          simp only [Ip, Matrix.of_apply]
          exact if_neg (fun hh => hl (Fin.ext (by simp only; omega)))
        rw [e, mul_zero]
      · intro hl
        exact absurd (Finset.mem_univ _) hl
  · rw [if_neg hik]
    refine Finset.sum_eq_zero fun l _ => ?_
    rw [Matrix.conjTranspose_apply]
    by_cases h : (l : ℕ) + 1 = (i : ℕ)
    · have e : Ip n l k = 0 := by
        simp only [Ip, Matrix.of_apply]
        exact if_neg (fun hh => hik (Fin.ext (by omega)))
      rw [e, mul_zero]
    · have e : Ip n l i = 0 := by
        simp only [Ip, Matrix.of_apply]
        exact if_neg h
      rw [e, star_zero, zero_mul]
```

## The angular-momentum algebra

Subtracting the two diagonals gives

\[
(k+1)(n-1-k)-k(n-k)=n-1-2k=2(j-k),
\]

which is \([I_+,I_-]=2I_z\). For the other relation,

\[
[I_z,I_+]_{ik}=\bigl((j-i)-(j-k)\bigr)(I_+)_{ik}=(k-i)(I_+)_{ik}=(I_+)_{ik},
\]

because \(k=i+1\) wherever the entry is nonzero. The explicit matrices therefore obey the spin commutation relations.

```lean
/-- The matrices obey the angular-momentum relations `[I₊, I₋] = 2 Iz` and `[Iz, I₊] = I₊`. -/
theorem ladder_commutators (n : ℕ) :
    Ip n * (Ip n)ᴴ - (Ip n)ᴴ * Ip n = (2 : ℂ) • Iz n ∧
      Iz n * Ip n - Ip n * Iz n = Ip n := by
  constructor
  · rw [raise_lower, lower_raise, Iz]
    ext i k
    by_cases h : i = k
    · subst h
      simp only [Matrix.sub_apply, Matrix.smul_apply, Matrix.diagonal_apply_eq, smul_eq_mul,
        spinJ]
      push_cast
      ring
    · simp [h]
  · ext i k
    simp only [Iz, Matrix.sub_apply, Matrix.diagonal_mul, Matrix.mul_diagonal, Ip,
      Matrix.of_apply]
    split_ifs with h
    · have hk : ((k : ℕ) : ℂ) = ((i : ℕ) : ℂ) + 1 := by exact_mod_cast h.symm
      push_cast
      linear_combination (amp n k : ℂ) * hk
    · ring
```

## The total spin is a multiple of the identity

Expanding the squares without changing the order of factors,

\[
I_x^2=\tfrac14(I_+^2+I_+I_-+I_-I_++I_-^2),\qquad
I_y^2=-\tfrac14(I_+^2-I_+I_--I_-I_++I_-^2),
\]

so \(I_x^2+I_y^2=\tfrac12(I_+I_-+I_-I_+)\). With \(n=2j+1\), the diagonal entry of the full sum is

\[
\tfrac12\bigl[(k+1)(2j-k)+k(2j+1-k)\bigr]+(j-k)^2
=(2jk-k^2+j)+(j^2-2jk+k^2)=j(j+1).
\]

The dependence on \(k\) cancels. In the proof, `hxy` is the transverse identity and the final `ring` is this cancellation.

```lean
/-- The total spin is fixed: `Ix² + Iy² + Iz² = j (j + 1) 1` in every dimension `n = 2j + 1`. -/
theorem casimir (n : ℕ) : Ix n * Ix n + Iy n * Iy n + Iz n * Iz n =
    ((spinJ n * (spinJ n + 1) : ℝ) : ℂ) • (1 : Matrix (Fin n) (Fin n) ℂ) := by
  -- the transverse part is the symmetrised ladder product
  have hxy : Ix n * Ix n + Iy n * Iy n =
      (1 / 2 : ℂ) • (Ip n * (Ip n)ᴴ + (Ip n)ᴴ * Ip n) := by
    have hI : (-Complex.I / 2) * (-Complex.I / 2) = -(1 / 4 : ℂ) := by
      linear_combination (1 / 4 : ℂ) * Complex.I_sq
    simp only [Ix, Iy, smul_mul_smul_comm, hI, add_mul, mul_add, sub_mul, mul_sub]
    module
  rw [hxy, raise_lower, lower_raise, Iz, Matrix.diagonal_mul_diagonal]
  ext i k
  by_cases h : i = k
  · subst h
    simp only [Matrix.add_apply, Matrix.smul_apply, Matrix.diagonal_apply_eq,
      Matrix.one_apply_eq, smul_eq_mul, spinJ]
    push_cast
    ring
  · simp [h]
```

## Symmetry of V makes the coupling Hermitian

Each \(I_a\) is Hermitian, so

\[
(I\cdot V\cdot I)^\dagger=\sum_{ab}V_{ab}I_bI_a=\sum_{ab}V_{ba}I_aI_b .
\]

This equals \(I\cdot V\cdot I\) when \(V_{ab}=V_{ba}\), as holds for a field gradient. With a Hermitian \(K\), all eigenvalues are then real and the definition of a level misses none of them. Symmetry is used only here; the shift itself does not need it.

```lean
/-- For a symmetric real tensor `V` the coupling `I·V·I` is Hermitian. -/
theorem coupling_isHermitian (n : ℕ) {V : Matrix (Fin 3) (Fin 3) ℝ} (hV : V.IsSymm) :
    (coupling n V).IsHermitian := by
  have hx : (Ix n)ᴴ = Ix n := by
    rw [Ix, Matrix.conjTranspose_smul, Matrix.conjTranspose_add,
      Matrix.conjTranspose_conjTranspose, add_comm]
    simp
  have hy : (Iy n)ᴴ = Iy n := by
    have hI : star (-Complex.I / 2) = Complex.I / 2 := by simp
    rw [Iy, Matrix.conjTranspose_smul, Matrix.conjTranspose_sub,
      Matrix.conjTranspose_conjTranspose, hI]
    module
  have hz : (Iz n)ᴴ = Iz n := by
    rw [Iz, Matrix.diagonal_conjTranspose]
    congr 1
    funext k
    exact Complex.conj_ofReal _
  have hs : ∀ a, (spin n a)ᴴ = spin n a := by
    intro a
    fin_cases a
    · exact hx
    · exact hy
    · exact hz
  unfold Matrix.IsHermitian coupling
  simp only [Matrix.conjTranspose_sum, Matrix.conjTranspose_smul, Matrix.conjTranspose_mul, hs,
    Complex.star_def, Complex.conj_ofReal]
  rw [Finset.sum_comm]
  refine Finset.sum_congr rfl fun a _ => Finset.sum_congr rfl fun b _ => ?_
  rw [hV.apply a b]
```

## Separating the trace

The trace of \(V_0\) is \(\operatorname{Tr}V-3\cdot\tfrac13\operatorname{Tr}V=0\). Inserting \(V_{ab}=(V_0)_{ab}+\tfrac13(\operatorname{Tr}V)\,\delta_{ab}\) into the double sum gives

\[
I\cdot V\cdot I=I\cdot V_0\cdot I+\tfrac13(\operatorname{Tr}V)\,(I_x^2+I_y^2+I_z^2),
\]

and the last bracket is \(j(j+1)\,\mathbf 1\). The proof uses `casimir` backwards to replace \(j(j+1)\,\mathbf 1\) by the three squares, after which `module` compares the coefficients of the products \(I_aI_b\).

```lean
/-- The tensor `V₀` has zero trace, and `I·V·I = I·V₀·I + (Tr V / 3) j (j + 1) 1`. -/
theorem coupling_split (n : ℕ) (V : Matrix (Fin 3) (Fin 3) ℝ) :
    (traceless V).trace = 0 ∧ coupling n V =
      coupling n (traceless V) + (poissonShift n V : ℂ) • (1 : Matrix (Fin n) (Fin n) ℂ) := by
  constructor
  · rw [traceless, Matrix.trace_sub, Matrix.trace_smul, Matrix.trace_one, Fintype.card_fin,
      smul_eq_mul]
    push_cast
    ring
  · have hc : spin n 0 * spin n 0 + spin n 1 * spin n 1 + spin n 2 * spin n 2 =
        ((spinJ n * (spinJ n + 1) : ℝ) : ℂ) • (1 : Matrix (Fin n) (Fin n) ℂ) := casimir n
    -- the isotropic part of `V` multiplies the total spin
    rw [poissonShift, Complex.ofReal_mul, mul_smul, ← hc]
    simp only [coupling, Fin.sum_univ_three, traceless, Matrix.sub_apply, Matrix.smul_apply,
      Matrix.one_apply, Fin.reduceEq, ↓reduceIte, smul_eq_mul, mul_one, mul_zero,
      Complex.ofReal_sub]
    module
```

## Same eigenvectors, shifted energies

Write \(H=K+c\,I\cdot V\cdot I\) and \(H_0=K+c\,I\cdot V_0\cdot I\). Then \(H=H_0+cs\,\mathbf 1\), and for every \(\psi\)

\[
H\psi=(E+cs)\psi\iff H_0\psi=E\psi .
\]

The matrix \(K\) is arbitrary: it may be a Zeeman term in any direction, and it need not commute with the coupling. The real constant \(c\) stands for the strength of the quadrupole interaction, set by the nuclear quadrupole moment and the spin \(j\); its value is not derived here.

```lean
/-- Beside any other Hamiltonian `K`, replacing `V₀` by `V` keeps every eigenvector that has a real
energy and moves its energy by `c (Tr V / 3) j (j + 1)`, where `c` is the real coupling constant. -/
theorem eigenvector_iff {n : ℕ} (K : Matrix (Fin n) (Fin n) ℂ) (c : ℝ)
    (V : Matrix (Fin 3) (Fin 3) ℝ) (ψ : Fin n → ℂ) (E : ℝ) :
    (K + (c : ℂ) • coupling n V) *ᵥ ψ = ((E + c * poissonShift n V : ℝ) : ℂ) • ψ ↔
      (K + (c : ℂ) • coupling n (traceless V)) *ᵥ ψ = (E : ℂ) • ψ := by
  have key : K + (c : ℂ) • coupling n V = (K + (c : ℂ) • coupling n (traceless V)) +
      ((c * poissonShift n V : ℝ) : ℂ) • (1 : Matrix (Fin n) (Fin n) ℂ) := by
    rw [(coupling_split n V).2, Complex.ofReal_mul]
    module
  rw [key, Matrix.add_mulVec, Matrix.smul_mulVec, Matrix.one_mulVec, Complex.ofReal_add,
    add_smul, add_left_inj]
```

## The frequencies agree

Two levels \(E,E'\) of \(H_0\) correspond to \(E+cs,\,E'+cs\) of \(H\), and

\[
(E'+cs)-(E+cs)=E'-E .
\]

The two directions of the proof add and subtract \(cs\), carrying the same eigenvectors across.

```lean
/-- Transition frequencies ignore the Poisson trace: beside any other Hamiltonian `K`, the
tensors `V` and `V₀` give the same set of frequencies. -/
theorem transitionFrequencies_traceless {n : ℕ} (K : Matrix (Fin n) (Fin n) ℂ) (c : ℝ)
    (V : Matrix (Fin 3) (Fin 3) ℝ) :
    transitionFrequencies (K + (c : ℂ) • coupling n V) =
      transitionFrequencies (K + (c : ℂ) • coupling n (traceless V)) := by
  ext ω
  constructor
  · rintro ⟨E, E', ⟨ψ, h0, h⟩, ⟨φ, k0, k⟩, rfl⟩
    exact ⟨E - c * poissonShift n V, E' - c * poissonShift n V,
      ⟨ψ, h0, (eigenvector_iff K c V ψ _).1 (by rwa [sub_add_cancel])⟩,
      ⟨φ, k0, (eigenvector_iff K c V φ _).1 (by rwa [sub_add_cancel])⟩, by ring⟩
  · rintro ⟨E, E', ⟨ψ, h0, h⟩, ⟨φ, k0, k⟩, rfl⟩
    exact ⟨E + c * poissonShift n V, E' + c * poissonShift n V,
      ⟨ψ, h0, (eigenvector_iff K c V ψ E).2 h⟩,
      ⟨φ, k0, (eigenvector_iff K c V φ E').2 k⟩, by ring⟩

end

end PoissonTrace
```

```lean
#print axioms PoissonTrace.ladder_commutators
#print axioms PoissonTrace.coupling_isHermitian
#print axioms PoissonTrace.transitionFrequencies_traceless
```

```
'PoissonTrace.ladder_commutators' depends on axioms: [propext, Classical.choice, Quot.sound]
'PoissonTrace.coupling_isHermitian' depends on axioms: [propext, Classical.choice, Quot.sound]
'PoissonTrace.transitionFrequencies_traceless' depends on axioms: [propext, Classical.choice, Quot.sound]
```

## Spin 1 with V = diag(1, 2, 6)

Take \(j=1\), \(K=0\) and \(c=1\). The trace is 9, so \(V_0=\operatorname{diag}(-2,-1,3)\) and the predicted shift is \(\tfrac93\cdot 2=6\). In the basis \(m=1,0,-1\),

\[
I\cdot V\cdot I=I_x^2+2I_y^2+6I_z^2=
\begin{pmatrix}7.5&0&-0.5\\0&3&0\\-0.5&0&7.5\end{pmatrix}.
\]

| normalised eigenvector | level with \(V\) | level with \(V_0\) |
|---|---|---|
| \((0,1,0)\) | 3 | −3 |
| \((1,0,1)/\sqrt2\) | 7 | 1 |
| \((1,0,-1)/\sqrt2\) | 8 | 2 |

Every level moves by 6, and the positive frequencies are 1, 4 and 5 in both columns.

The shift computed here belongs to the operator \(I\cdot V\cdot I\) within one spin multiplet. It is not the isomer shift, which comes from the electron density at the nucleus and the change of the nuclear charge radius between two nuclear states.
